# Nonnegative, nonincreasing regulators that tend to 1 at short distance return ln 2 for each side of the alternating chain as they are removed

Take an infinite row of equally spaced point charges, alternating in sign and equal in magnitude. In units of the magnitude of the Coulomb energy of a neighbouring pair, one ion's interaction energy with all the others is

\[
-2\left(1-\tfrac12+\tfrac13-\cdots\right).
\]

The series converges only through cancellation, so one can damp the term of a charge at distance \(r\), measured in spacings, by a factor \(f(\varepsilon r)\), sum, and let \(\varepsilon\to0^+\). Does the answer depend on \(f\)? For the series in brackets it is always \(\ln 2\), provided that \(f\) is nonnegative, nonincreasing and tends to 1 at short distance. Here \(\varepsilon\) is an inverse length in units of the inverse spacing, not a permittivity.

Such factors appear in simulation as screened or truncated Coulomb interactions; the result for \(\ln 2\) concerns them only for this one-dimensional row of fixed charges. That a real ion sits in an infinite, perfectly periodic row of point charges is a physical assumption made before the mathematics starts.

## The series and its damping

In Lean 4 with Mathlib:

```lean
import Mathlib

open Filter Topology Set

namespace MadelungRegulator

noncomputable section
```

Two notations recur below. `Tendsto g atTop (𝓝 l)` says that \(g(N)\to l\) as \(N\to\infty\), and `𝓝[>] 0` means approaching zero from above.

```lean
/-- The sum of the first `N` terms of a series. -/
def partialSum (a : ℕ → ℝ) (N : ℕ) : ℝ := ∑ n ∈ Finset.range N, a n
```

For a real sequence \(a_0,a_1,\dots\), this is \(s_N=\sum_{n=0}^{N-1}a_n\). The indices start at zero, and \(s_0=0\) is the empty sum.

```lean
/-- Partial sums of a lattice series in which the term `a n` of site `n + 1` is damped
by the factor `f (ε (n + 1))`. -/
def regulatedSum (f : ℝ → ℝ) (a : ℕ → ℝ) (ε : ℝ) : ℕ → ℝ :=
  partialSum fun n => f (ε * ((n : ℝ) + 1)) * a n
```

The term \(a_n\) belongs to the site at distance \(n+1\). The damped partial sum is

\[
R_N(\varepsilon)=\sum_{n=0}^{N-1}f(\varepsilon(n+1))\,a_n .
\]

```lean
/-- The term of site `n + 1` in the alternating chain of unit charges: `(-1)^n / (n + 1)`. -/
def chainTerm (n : ℕ) : ℝ := (-1) ^ n / ((n : ℝ) + 1)
```

For the chain, \(a_n=(-1)^n/(n+1)\). This covers one side of the ion, with attraction counted as positive. The Madelung constant of the row is therefore twice the sum of this series.

```lean
/-- A regulator is nonnegative and nonincreasing at positive distances and tends to `c`
as the distance tends to zero from above. -/
structure IsRegulator (f : ℝ → ℝ) (c : ℝ) : Prop where
  anti : AntitoneOn f (Ioi 0)
  nonneg : ∀ x, 0 < x → 0 ≤ f x
  limit : Tendsto f (𝓝[>] 0) (𝓝 c)
```

`IsRegulator f c` bundles three conditions: \(f\) is nonincreasing on \((0,\infty)\), nonnegative there, and tends to \(c\) as its argument tends to \(0^+\). The number \(c\) is the factor by which the bare interaction is multiplied in the limit of short distance. No decay at infinity is required, and a sharp cutoff is allowed.

```lean
/-- At positive distances a regulator lies below its short-distance limit `c`. -/
theorem IsRegulator.le {f : ℝ → ℝ} {c : ℝ} (hf : IsRegulator f c) {x : ℝ} (hx : 0 < x) :
    f x ≤ c := by
  refine ge_of_tendsto hf.limit ?_
  filter_upwards [Ioo_mem_nhdsGT hx] with y hy
  exact hf.anti hy.1 hx hy.2.le
```

For \(0<y<x\), monotonicity gives \(f(x)\le f(y)\). Letting \(y\to0^+\) gives \(f(x)\le c\). In particular, an upper bound of 1 need not be assumed when \(c=1\).

## Bounding the distant charges

```lean
/-- Abel's inequality: if all stretches of a series starting at `M` are bounded by `δ`, then
nonnegative nonincreasing weights `w` leave them bounded by `w M * δ`. -/
theorem abel_tail_bound {w a : ℕ → ℝ} (hw : Antitone w) (h0 : ∀ n, 0 ≤ w n) {M : ℕ} {δ : ℝ}
    (hδ : ∀ k, |partialSum a (M + k) - partialSum a M| ≤ δ) (k : ℕ) :
    |partialSum (fun n => w n * a n) (M + k) - partialSum (fun n => w n * a n) M|
      ≤ w M * δ := by
  -- summation by parts, carried out as an induction on the length of the stretch
  have key : ∀ k, |partialSum (fun n => w n * a n) (M + k)
      - partialSum (fun n => w n * a n) M
      - w (M + k) * (partialSum a (M + k) - partialSum a M)| ≤ (w M - w (M + k)) * δ := by
    intro k
    induction k with
    | zero => simp
    | succ k ih =>
      have hs : 0 ≤ w (M + k) - w (M + (k + 1)) :=
        sub_nonneg.2 (hw (show M + k ≤ M + (k + 1) by omega))
      have hT : partialSum (fun n => w n * a n) (M + (k + 1))
          = partialSum (fun n => w n * a n) (M + k) + w (M + k) * a (M + k) :=
        Finset.sum_range_succ (fun n => w n * a n) (M + k)
      have hA : partialSum a (M + (k + 1)) = partialSum a (M + k) + a (M + k) :=
        Finset.sum_range_succ a (M + k)
      have hb := abs_le.1 (hδ (k + 1))
      have h1 := mul_le_mul_of_nonneg_left hb.1 hs
      have h2 := mul_le_mul_of_nonneg_left hb.2 hs
      have h3 := abs_le.1 ih
      rw [hA] at h1 h2
      rw [hT, hA]
      exact abs_le.2 ⟨by linarith [h3.1], by linarith [h3.2]⟩
  have h1 := abs_le.1 (key k)
  have h2 := abs_le.1 (hδ k)
  have h3 := mul_le_mul_of_nonneg_left h2.1 (h0 (M + k))
  have h4 := mul_le_mul_of_nonneg_left h2.2 (h0 (M + k))
  exact abs_le.2 ⟨by linarith [h1.1], by linarith [h1.2]⟩
```

Let the weights \(w_n\) be nonnegative and nonincreasing. Write \(A_k=s_{M+k}-s_M\), and let \(T_k\) be the same stretch with each \(a_n\) multiplied by \(w_n\). If \(|A_k|\le\delta\) for all \(k\), then \(|T_k|\le w_M\delta\).

By hand, first show by induction that

\[
|T_k-w_{M+k}A_k|\le(w_M-w_{M+k})\delta .
\]

At \(k=0\) both sides vanish. The step uses

\[
T_{k+1}-w_{M+k+1}A_{k+1}=(T_k-w_{M+k}A_k)+(w_{M+k}-w_{M+k+1})A_{k+1},
\]

whose last term is at most \((w_{M+k}-w_{M+k+1})\delta\) in size. Adding \(|w_{M+k}A_k|\le w_{M+k}\delta\) to the induction result gives the claim. In the code `key` is the induction, and `linarith` combines the linear inequalities.

```lean
/-- For a convergent series the tails of the regulated sums are small uniformly in the
regulator scale `ε > 0`. -/
theorem uniform_tail {f : ℝ → ℝ} {c S : ℝ} {a : ℕ → ℝ} (hf : IsRegulator f c)
    (hS : Tendsto (partialSum a) atTop (𝓝 S)) {δ : ℝ} (hδ : 0 < δ) :
    ∃ M, |partialSum a M - S| ≤ δ ∧ ∀ ε, 0 < ε → ∀ n, M ≤ n →
      |regulatedSum f a ε n - regulatedSum f a ε M| ≤ c * δ := by
  obtain ⟨M, hM⟩ := Metric.tendsto_atTop.1 hS (δ / 2) (by positivity)
  simp only [Real.dist_eq] at hM
  refine ⟨M, by linarith [hM M le_rfl], fun ε hε n hn => ?_⟩
  obtain ⟨k, rfl⟩ := Nat.exists_eq_add_of_le hn
  have hpos : ∀ m : ℕ, 0 < ε * ((m : ℝ) + 1) := fun m => by positivity
  have hw : Antitone fun m : ℕ => f (ε * ((m : ℝ) + 1)) := by
    intro m n hmn
    have hc : (m : ℝ) ≤ n := by exact_mod_cast hmn
    exact hf.anti (hpos m) (hpos n) (mul_le_mul_of_nonneg_left (by linarith) hε.le)
  have hb : ∀ k, |partialSum a (M + k) - partialSum a M| ≤ δ := by
    intro k
    have h1 := abs_lt.1 (hM (M + k) (by omega))
    have h2 := abs_lt.1 (hM M le_rfl)
    exact abs_le.2 ⟨by linarith [h1.1, h2.2], by linarith [h1.2, h2.1]⟩
  exact (abel_tail_bound hw (fun m => hf.nonneg _ (hpos m)) hb k).trans
    (mul_le_mul_of_nonneg_right (hf.le (hpos M)) hδ.le)
```

Suppose \(s_N\to S\). Choose \(M\) so that \(|s_N-S|<\delta/2\) for all \(N\ge M\). Then \(|s_{M+k}-s_M|\le\delta\) for every \(k\). Apply the previous bound with \(w_n=f(\varepsilon(n+1))\), whose value at \(M\) is at most \(c\):

\[
|R_n(\varepsilon)-R_M(\varepsilon)|\le c\,\delta\qquad(n\ge M,\ \varepsilon>0).
\]

Since \(M\) was chosen before \(\varepsilon\), one head length serves every damping scale. The order of the quantifiers in the statement, `∃ M` before `∀ ε`, records this.

```lean
/-- A regulator keeps a convergent series convergent at every scale `ε > 0`. -/
theorem regulated_converges {f : ℝ → ℝ} {c S : ℝ} {a : ℕ → ℝ} (hf : IsRegulator f c)
    (hS : Tendsto (partialSum a) atTop (𝓝 S)) {ε : ℝ} (hε : 0 < ε) :
    ∃ l, Tendsto (regulatedSum f a ε) atTop (𝓝 l) := by
  have hc : 0 ≤ c := (hf.nonneg 1 one_pos).trans (hf.le one_pos)
  refine cauchySeq_tendsto_of_complete (Metric.cauchySeq_iff'.2 fun η hη => ?_)
  have hδ : 0 < η / (c + 1) := by positivity
  obtain ⟨M, -, hM⟩ := uniform_tail hf hS hδ
  refine ⟨M, fun n hn => ?_⟩
  have he : (c + 1) * (η / (c + 1)) = η := mul_div_cancel₀ η (by positivity)
  rw [Real.dist_eq]
  linarith [hM ε hε n hn]
```

Given \(\eta>0\), take \(\delta=\eta/(c+1)\). The bound \(c\delta\) is then below \(\eta\), so the damped partial sums form a Cauchy sequence and converge, for each fixed \(\varepsilon>0\).

## Removing the regulator

```lean
/-- Removing the regulator: if a series has sum `S` and the regulator has short-distance
limit `c`, the regulated values `L ε` tend to `c * S` as `ε → 0+`. -/
theorem regulator_limit {f L : ℝ → ℝ} {c S : ℝ} {a : ℕ → ℝ} (hf : IsRegulator f c)
    (hS : Tendsto (partialSum a) atTop (𝓝 S))
    (hL : ∀ ε, 0 < ε → Tendsto (regulatedSum f a ε) atTop (𝓝 (L ε))) :
    Tendsto L (𝓝[>] 0) (𝓝 (c * S)) := by
  have hc : 0 ≤ c := (hf.nonneg 1 one_pos).trans (hf.le one_pos)
  -- every finite head of the series converges term by term
  have head : ∀ M, Tendsto (fun ε => regulatedSum f a ε M) (𝓝[>] 0)
      (𝓝 (c * partialSum a M)) := by
    intro M
    unfold regulatedSum partialSum
    rw [Finset.mul_sum]
    refine tendsto_finsetSum _ fun n _ => Tendsto.mul_const (a n) (hf.limit.comp ?_)
    have hcont : Continuous fun ε : ℝ => ε * ((n : ℝ) + 1) := by fun_prop
    refine tendsto_nhdsWithin_iff.2
      ⟨(hcont.tendsto' 0 0 (by simp)).mono_left nhdsWithin_le_nhds, ?_⟩
    filter_upwards [self_mem_nhdsWithin] with ε hε
    have hε' : (0 : ℝ) < ε := hε
    show (0 : ℝ) < ε * ((n : ℝ) + 1)
    positivity
  refine Metric.tendsto_nhds.2 fun η hη => ?_
  obtain ⟨δ, hδ, he⟩ : ∃ δ : ℝ, 0 < δ ∧ 4 * (c + 1) * δ = η :=
    ⟨η / (4 * (c + 1)), by positivity, mul_div_cancel₀ η (by positivity)⟩
  obtain ⟨M, hA, hM⟩ := uniform_tail hf hS hδ
  filter_upwards [Metric.tendsto_nhds.1 (head M) (η / 2) (by positivity),
    self_mem_nhdsWithin] with ε h1 hε
  -- the uniform tail bound survives the limit of infinitely many sites
  have h2 : |L ε - regulatedSum f a ε M| ≤ c * δ :=
    le_of_tendsto ((hL ε hε).sub_const _).abs
      (eventually_atTop.2 ⟨M, fun n hn => hM ε hε n hn⟩)
  rw [Real.dist_eq] at h1 ⊢
  have h1 := abs_lt.1 h1
  have h2 := abs_le.1 h2
  have h3 := mul_le_mul_of_nonneg_left (abs_le.1 hA).1 hc
  have h4 := mul_le_mul_of_nonneg_left (abs_le.1 hA).2 hc
  exact abs_lt.2 ⟨by linarith [h1.1, h2.1], by linarith [h1.2, h2.2]⟩
```

The hypothesis `hL` says that \(L(\varepsilon)\) is the limit of \(R_N(\varepsilon)\) for each \(\varepsilon>0\). The conclusion is \(L(\varepsilon)\to cS\). Split the error:

\[
L(\varepsilon)-cS=[L(\varepsilon)-R_M(\varepsilon)]+[R_M(\varepsilon)-c\,s_M]+c\,[s_M-S].
\]

Given \(\eta>0\), choose \(\delta\) with \(4(c+1)\delta=\eta\), and take \(M\) from the uniform bound. The first and third brackets contribute at most \(c\delta\) each, together less than \(\eta/2\). The middle one is a finite sum in which every \(f(\varepsilon(n+1))\) tends to \(c\), so it is below \(\eta/2\) for small \(\varepsilon\). This is the lemma `head` in the code; `h2` carries the tail bound over to \(L(\varepsilon)\).

```lean
/-- The unregulated alternating series `1 - 1/2 + 1/3 - ...` has the sum `ln 2`. -/
theorem chain_sum : Tendsto (partialSum chainTerm) atTop (𝓝 (Real.log 2)) := by
  have hanti : Antitone fun n : ℕ => 1 / ((n : ℝ) + 1) := by
    intro m n hmn
    have hc : (m : ℝ) ≤ n := by exact_mod_cast hmn
    exact one_div_le_one_div_of_le (by positivity) (by linarith)
  obtain ⟨S, hS⟩ := hanti.tendsto_alternating_series_of_tendsto_zero
    tendsto_one_div_add_atTop_nhds_zero_nat
  have hS' : Tendsto (partialSum chainTerm) atTop (𝓝 S) :=
    hS.congr fun N => Finset.sum_congr rfl fun n _ => by
      simp only [chainTerm]
      ring
  -- the exponential regulator can be summed in closed form and so identifies `S`
  have hreg : IsRegulator (fun x => Real.exp (-x)) 1 := by
    refine ⟨fun x _ y _ hxy => Real.exp_le_exp.2 (by linarith),
      fun x _ => (Real.exp_pos _).le, ?_⟩
    have hc : Continuous fun x : ℝ => Real.exp (-x) := by fun_prop
    exact (hc.tendsto' 0 1 (by simp)).mono_left nhdsWithin_le_nhds
  have hL : ∀ ε : ℝ, 0 < ε → Tendsto (regulatedSum (fun x => Real.exp (-x)) chainTerm ε)
      atTop (𝓝 (Real.log (1 + Real.exp (-ε)))) := by
    intro ε hε
    have hx : |-Real.exp (-ε)| < 1 := by
      rw [abs_neg, abs_of_pos (Real.exp_pos _)]
      exact Real.exp_lt_one_iff.2 (by linarith)
    have h := (Real.hasSum_pow_div_log_of_abs_lt_one hx).neg.tendsto_sum_nat
    rw [neg_neg, sub_neg_eq_add] at h
    refine h.congr fun N => Finset.sum_congr rfl fun n _ => ?_
    have he : Real.exp (-(ε * ((n : ℝ) + 1))) = Real.exp (-ε) ^ (n + 1) := by
      rw [← Real.exp_nat_mul]
      congr 1
      push_cast
      ring
    simp only [chainTerm]
    rw [he, neg_pow (Real.exp (-ε))]
    ring
  have hc : Continuous fun ε : ℝ => Real.log (1 + Real.exp (-ε)) :=
    Continuous.log (by fun_prop) fun x => by positivity
  have h2 : Tendsto (fun ε : ℝ => Real.log (1 + Real.exp (-ε))) (𝓝[>] 0)
      (𝓝 (Real.log 2)) :=
    (hc.tendsto' 0 _ (by norm_num)).mono_left nhdsWithin_le_nhds
  have h3 := tendsto_nhds_unique (regulator_limit hreg hS' hL) h2
  rw [one_mul] at h3
  rwa [h3] at hS'
```

The terms \(1/(n+1)\) decrease to zero, so the alternating series test gives convergence to some \(S\). To find \(S\), damp with \(f(x)=e^{-x}\). The logarithm series gives

\[
\sum_{n=0}^{\infty}\frac{(-1)^n e^{-\varepsilon(n+1)}}{n+1}=\ln(1+e^{-\varepsilon}).
\]

As \(\varepsilon\to0^+\), the right side tends to \(\ln2\), while the previous theorem with \(c=1\) says that the left side tends to \(S\). Limits are unique (`tendsto_nhds_unique`), so \(S=\ln2\).

## What the chain returns

```lean
/-- Regulator independence: let `f` be nonnegative and nonincreasing on `[0, ∞)` and continuous
at `0` from the right with `f 0 = 1`. The regulated alternating series converges for each
`ε > 0`, and its values tend to `ln 2` as `ε → 0+`. -/
theorem regulator_independence {f : ℝ → ℝ} (hanti : AntitoneOn f (Ici 0))
    (hpos : ∀ x, 0 ≤ x → 0 ≤ f x) (hcont : ContinuousWithinAt f (Ici 0) 0) (h0 : f 0 = 1) :
    ∃ L : ℝ → ℝ, (∀ ε, 0 < ε → Tendsto (regulatedSum f chainTerm ε) atTop (𝓝 (L ε))) ∧
      Tendsto L (𝓝[>] 0) (𝓝 (Real.log 2)) := by
  have hlim := (hcont.mono Ioi_subset_Ici_self).tendsto
  rw [h0] at hlim
  have hf : IsRegulator f 1 :=
    ⟨hanti.mono Ioi_subset_Ici_self, fun x hx => hpos x hx.le, hlim⟩
  have h := fun (ε : ℝ) (hε : 0 < ε) => regulated_converges hf chain_sum hε
  choose! L hL using h
  exact ⟨L, hL, by simpa only [one_mul] using regulator_limit hf chain_sum hL⟩
```

Here the hypotheses are stated on `Ici 0`, which is \([0,\infty)\): \(f\) is nonnegative, nonincreasing and right-continuous at zero, with \(f(0)=1\). These make \(f\) a regulator with \(c=1\). Convergence at each \(\varepsilon>0\) supplies a value, `choose!` collects the values into a function \(L\), and the limit theorem gives \(L(\varepsilon)\to1\cdot\ln2\).

```lean
/-- For a regulator with short-distance limit `c`, the regulated values of the alternating
series tend to `ln 2` if and only if `c = 1`. -/
theorem recovers_log_two_iff {f L : ℝ → ℝ} {c : ℝ} (hf : IsRegulator f c)
    (hL : ∀ ε, 0 < ε → Tendsto (regulatedSum f chainTerm ε) atTop (𝓝 (L ε))) :
    Tendsto L (𝓝[>] 0) (𝓝 (Real.log 2)) ↔ c = 1 := by
  have h := regulator_limit hf chain_sum hL
  constructor
  · intro h'
    have he := tendsto_nhds_unique h h'
    have hlog : Real.log 2 ≠ 0 := (Real.log_pos one_lt_two).ne'
    exact mul_right_cancel₀ hlog (by rw [he, one_mul])
  · intro hc
    rwa [hc, one_mul] at h
```

For a general \(c\), the damped values tend to \(c\ln2\). This equals \(\ln2\) exactly when \(c=1\), because \(\ln2\ne0\). A regulator that rescales the interaction at short distance thus rescales the answer by the same factor.

```lean
/-- The Gaussian regulator `exp (-x²)`: the damped alternating series converges for each
`ε > 0`, and its values tend to `ln 2` as `ε → 0+`. -/
theorem gaussian_regulator :
    ∃ L : ℝ → ℝ, (∀ ε, 0 < ε →
      Tendsto (regulatedSum (fun x => Real.exp (-x ^ 2)) chainTerm ε) atTop (𝓝 (L ε))) ∧
      Tendsto L (𝓝[>] 0) (𝓝 (Real.log 2)) := by
  have hc : Continuous fun x : ℝ => Real.exp (-x ^ 2) := by fun_prop
  refine regulator_independence ?_ (fun x _ => (Real.exp_pos _).le)
    hc.continuousWithinAt (by simp)
  intro x hx y hy hxy
  have hx' : 0 ≤ x := hx
  exact Real.exp_le_exp.2 (by nlinarith)

end

end MadelungRegulator
```

The Gaussian \(f(x)=e^{-x^2}\) is positive, continuous and equal to 1 at zero. For \(0\le x\le y\) we have \(x^2\le y^2\), hence \(e^{-y^2}\le e^{-x^2}\). The general theorem then applies, with no closed form for the damped sum needed.

```lean
#print axioms MadelungRegulator.regulator_independence
-- 'MadelungRegulator.regulator_independence' depends on axioms: [propext, Classical.choice, Quot.sound]
#print axioms MadelungRegulator.recovers_log_two_iff
-- 'MadelungRegulator.recovers_log_two_iff' depends on axioms: [propext, Classical.choice, Quot.sound]
#print axioms MadelungRegulator.gaussian_regulator
-- 'MadelungRegulator.gaussian_regulator' depends on axioms: [propext, Classical.choice, Quot.sound]
```
